# For finitely many levels at β ≥ 0, the thermal mean of [A,[H,A]] is never negative for Hermitian A

A sample sits in thermal equilibrium, and a short, weak pulse hits it. The pulse acts as the unitary $e^{-i\varepsilon A}$, where $A$ is the observable that the field couples to and $\varepsilon$ is small. The state $\rho$ commutes with the Hamiltonian $H$, so the first-order energy change vanishes, and I am left with

$$\Delta E = \frac{\varepsilon^2}{2}\,\mathrm{tr}\big(\rho\,[A,[H,A]]\big) + O(\varepsilon^3).$$

From the ground state no transition goes down in energy, so this coefficient can't be negative. In a warm sample the excited levels are populated too, and the pulse also drives them down. Could I pick an $A$ with such large matrix elements out of the excited levels that the downward transitions win? And what happens if the populations aren't thermal?

## Every downward transition has an upward partner at least as strong

No choice of $A$ makes the downward transitions win at inverse temperature $\beta\ge 0$. A large matrix element out of an excited level is equally large for the reverse transition, which starts from a level at least as populated. With non-thermal populations, some $A$ gives a negative mean exactly when a higher level is more populated than a lower one. A level here is a single energy eigenstate, so a degenerate energy counts as several levels, each with its own population.

Work in the energy basis with finitely many levels, $H=\mathrm{diag}(E_n)$ and $\rho=\mathrm{diag}(p_n)$. Since $H$ is diagonal,

$$[H,A]_{nm}=(E_n-E_m)A_{nm}.$$

For Hermitian $A$ we have $A_{nm}A_{mn}=|A_{nm}|^2$, and therefore

$$[A,[H,A]]_{nn}=\sum_m\big(A_{nm}(E_m-E_n)A_{mn}-(E_n-E_m)A_{nm}A_{mn}\big)=2\sum_m (E_m-E_n)|A_{nm}|^2 .$$

Weighting by the populations gives $\mathrm{tr}(\rho[A,[H,A]])=2S$ with

$$S=\sum_{n,m}p_n(E_m-E_n)|A_{nm}|^2=-\sum_{n,m}p_m(E_m-E_n)|A_{nm}|^2 .$$

The second form comes from exchanging the labels $n$ and $m$, which leaves $|A_{nm}|$ unchanged. Adding the two forms,

$$\mathrm{tr}(\rho[A,[H,A]])=\sum_{n,m}(E_m-E_n)(p_n-p_m)|A_{nm}|^2 .$$

So far the $p_n$ could be any real weights. For Gibbs populations $p_n=e^{-\beta E_n}/\sum_k e^{-\beta E_k}$ with $\beta\ge0$, a higher level is never more populated than a lower one. The two differences then never have opposite signs, and every term is nonnegative.

If $\beta>0$, the product of differences is strictly positive whenever $E_n\ne E_m$. A vanishing sum then forces $A_{nm}=0$ between levels of different energy, which is the statement $[H,A]=0$. The value $\beta=0$ has to be excluded here: all populations are then equal and the mean vanishes for every $A$, including those that connect different energies.

For general weights, suppose that levels $a$ and $b$ are inverted, so that $(E_b-E_a)(p_a-p_b)<0$. Take the $A$ with $A_{ab}=A_{ba}=1$ and all other elements zero. Only this pair contributes, once in each order, and the mean is $2(E_b-E_a)(p_a-p_b)<0$.

## Two levels with populations 3/4 and 1/4

Take energies $0$ and $1$, $\beta=\ln 3$, and let $A$ be the Pauli matrix $\sigma_x$. The populations are $3/4$ and $1/4$. The diagonal elements of $[A,[H,A]]$ are $2$ and $-2$, so the mean is $\tfrac34\cdot2-\tfrac14\cdot2=1$. The pair formula agrees: two ordered pairs, each contributing $1\cdot\tfrac12\cdot1$. With the populations exchanged, the mean is $-1$.

The same argument also settles negative $\beta$: Boltzmann factors then grow with energy, every term changes sign, and the mean is at most zero for every Hermitian $A$.

## What the theorems say about matrices

The levels are the elements of a finite type `ι`, and `E : ι → ℝ` lists their energies; degeneracies are allowed. The function `levelMatrix` turns a real list into a complex diagonal matrix and serves for both operators: `levelMatrix E` is $H$, and `levelMatrix p` is $\rho$. The commutator `comm X Y` is $XY-YX$, `gibbs β E n` is the normalised population of level $n$, and `‖A n m‖` is $|A_{nm}|$. The parameter `β` stands for $1/(k_{\mathrm B}T)$ and has the unit of an inverse energy.

- `gibbs_doubleComm` assumes `0 ≤ β` and a Hermitian `A`. It states that the complex trace equals the real double sum, and that this sum is nonnegative. The sum runs over ordered pairs, so each transition appears twice.
- `gibbs_doubleComm_eq_zero_iff` assumes `0 < β` and a Hermitian `A`. It states that the trace is zero exactly when `comm (levelMatrix E) A = 0`.
- `doubleComm_nonneg_iff_passive` takes any real weights `p`, which need be neither positive nor normalised. The real part of the trace is nonnegative for all Hermitian `A` exactly when $(E_m-E_n)(p_n-p_m)\ge0$ for all pairs. The word "passive" in the names refers to this pair condition.

The expansion in $\varepsilon$ is an informal link to the pulse; the theorems concern its second-order coefficient only. Going from here to an oscillator, with infinitely many levels and unbounded operators, needs convergence and domain arguments that the finite matrices do not supply.

In linear response, $S$ is the energy-weighted sum of thermal transition strengths. For a model Hamiltonian diagonalised in a finite basis, the identity ties that sum to a trace of the truncated matrices, without saying how close either is to its complete-basis value.

In Lean 4 with Mathlib:

```lean
import Mathlib

open Finset

namespace ThermalDoubleCommutator

noncomputable section

variable {ι : Type*} [Fintype ι]

/-- The commutator `[X, Y] = XY - YX` of two matrices. -/
def comm (X Y : Matrix ι ι ℂ) : Matrix ι ι ℂ := X * Y - Y * X

/-- The Gibbs population of level `n` at inverse temperature `β`: its Boltzmann factor
divided by the partition sum. -/
def gibbs (β : ℝ) (E : ι → ℝ) (n : ι) : ℝ :=
  Real.exp (-(β * E n)) / ∑ k, Real.exp (-(β * E k))

/-- At `β ≥ 0` the energy difference of two levels and the reversed difference of their
Gibbs populations have a nonnegative product. -/
theorem gibbs_passive {β : ℝ} (hβ : 0 ≤ β) (E : ι → ℝ) (n m : ι) :
    0 ≤ (E m - E n) * (gibbs β E n - gibbs β E m) := by
  -- a higher level is never more populated than a lower one
  have key : ∀ i j, E i ≤ E j → gibbs β E j ≤ gibbs β E i := by
    intro i j h
    have h1 : β * E i ≤ β * E j := mul_le_mul_of_nonneg_left h hβ
    exact div_le_div_of_nonneg_right (Real.exp_le_exp.2 (by linarith))
      (Finset.sum_nonneg fun k _ => (Real.exp_pos _).le)
  rcases le_total (E n) (E m) with h | h
  · exact mul_nonneg (sub_nonneg.2 h) (sub_nonneg.2 (key n m h))
  · exact mul_nonneg_of_nonpos_of_nonpos (sub_nonpos.2 h) (sub_nonpos.2 (key m n h))

/-- At `β > 0`, for two levels of different energy, the energy difference and the reversed
difference of their Gibbs populations have a strictly positive product. -/
theorem gibbs_strictly_passive {β : ℝ} (hβ : 0 < β) (E : ι → ℝ) {n m : ι}
    (hE : E n ≠ E m) : 0 < (E m - E n) * (gibbs β E n - gibbs β E m) := by
  have hZ : 0 < ∑ k, Real.exp (-(β * E k)) :=
    Finset.sum_pos (fun k _ => Real.exp_pos _) ⟨n, mem_univ n⟩
  have key : ∀ i j, E i < E j → gibbs β E j < gibbs β E i := by
    intro i j h
    have h1 : β * E i < β * E j := mul_lt_mul_of_pos_left h hβ
    exact div_lt_div_of_pos_right (Real.exp_lt_exp.2 (by linarith)) hZ
  rcases lt_or_gt_of_ne hE with h | h
  · exact mul_pos (sub_pos.2 h) (sub_pos.2 (key n m h))
  · exact mul_pos_of_neg_of_neg (sub_neg.2 h) (sub_neg.2 (key m n h))

variable [DecidableEq ι]

/-- The diagonal matrix with real entries `d n`: the Hamiltonian when `d` lists the energies,
the state when `d` lists the populations. -/
def levelMatrix (d : ι → ℝ) : Matrix ι ι ℂ := Matrix.diagonal fun n => (d n : ℂ)

/-- In the energy basis, `[H, A]` multiplies each matrix element of `A` by the energy
difference of the two levels. -/
theorem comm_level_apply (E : ι → ℝ) (A : Matrix ι ι ℂ) (n m : ι) :
    comm (levelMatrix E) A n m = ((E n : ℂ) - E m) * A n m := by
  rw [comm, levelMatrix, Matrix.sub_apply, Matrix.diagonal_mul, Matrix.mul_diagonal]
  ring

/-- For Hermitian `A`, the mean of `[A, [H, A]]` in level `n` is twice the sum of the transition
energies `E_m - E_n` from `n`, weighted by the squared moduli `|A_nm|²`. -/
theorem doubleComm_level (E : ι → ℝ) {A : Matrix ι ι ℂ} (hA : A.IsHermitian) (n : ι) :
    comm A (comm (levelMatrix E) A) n n
      = ((2 * ∑ m, (E m - E n) * ‖A n m‖ ^ 2 : ℝ) : ℂ) := by
  -- Hermiticity turns the product of opposite elements into a squared modulus
  have hz : ∀ m, A n m * A m n = ((‖A n m‖ ^ 2 : ℝ) : ℂ) := by
    intro m
    rw [← hA.apply m n, ← Complex.normSq_eq_norm_sq]
    exact Complex.mul_conj _
  rw [comm, Matrix.sub_apply, Matrix.mul_apply, Matrix.mul_apply,
    ← Finset.sum_sub_distrib, Finset.mul_sum, Complex.ofReal_sum]
  refine Finset.sum_congr rfl fun m _ => ?_
  simp only [comm_level_apply]
  have h := hz m
  push_cast at h ⊢
  linear_combination (2 * ((E m : ℂ) - E n)) * h

/-- For any real level weights `p` and Hermitian `A`, the trace of `ρ [A, [H, A]]` is a sum over
ordered pairs `(n, m)` of levels of `(E_m - E_n) (p_n - p_m) |A_nm|²`. -/
theorem trace_doubleComm (E p : ι → ℝ) {A : Matrix ι ι ℂ} (hA : A.IsHermitian) :
    (levelMatrix p * comm A (comm (levelMatrix E) A)).trace
      = ((∑ n, ∑ m, (E m - E n) * (p n - p m) * ‖A n m‖ ^ 2 : ℝ) : ℂ) := by
  have h1 : (levelMatrix p * comm A (comm (levelMatrix E) A)).trace
      = ((∑ n, p n * (2 * ∑ m, (E m - E n) * ‖A n m‖ ^ 2) : ℝ) : ℂ) := by
    rw [Matrix.trace, Complex.ofReal_sum]
    refine Finset.sum_congr rfl fun n _ => ?_
    rw [Matrix.diag_apply, levelMatrix, Matrix.diagonal_mul, Complex.ofReal_mul,
      ← doubleComm_level E hA n]
  have hs : ∀ n m, ‖A m n‖ = ‖A n m‖ := fun n m => by rw [← hA.apply m n, norm_star]
  -- exchanging the two level labels reverses the energy difference
  have swap : ∑ n, ∑ m, (E m - E n) * p m * ‖A n m‖ ^ 2
      = ∑ n, ∑ m, -((E m - E n) * p n * ‖A n m‖ ^ 2) := by
    rw [Finset.sum_comm]
    refine Finset.sum_congr rfl fun m _ => Finset.sum_congr rfl fun n _ => ?_
    rw [hs n m]
    ring
  have split : ∑ n, ∑ m, (E m - E n) * (p n - p m) * ‖A n m‖ ^ 2
      = ∑ n, ∑ m, (E m - E n) * p n * ‖A n m‖ ^ 2
        - ∑ n, ∑ m, (E m - E n) * p m * ‖A n m‖ ^ 2 := by
    simp only [← Finset.sum_sub_distrib]
    refine Finset.sum_congr rfl fun n _ => Finset.sum_congr rfl fun m _ => ?_
    ring
  rw [h1, split, swap]
  congr 1
  simp only [Finset.sum_neg_distrib, sub_neg_eq_add, ← Finset.sum_add_distrib,
    Finset.mul_sum]
  refine Finset.sum_congr rfl fun n _ => Finset.sum_congr rfl fun m _ => ?_
  ring

/-- Thermal double-commutator sum rule: for Hermitian `A` and the Gibbs state at `β ≥ 0`, the mean
of `[A, [H, A]]` equals the sum of `(E_m - E_n) (p_n - p_m) |A_nm|²` over ordered pairs of levels,
with `p` the Gibbs populations, and this sum is nonnegative. -/
theorem gibbs_doubleComm {β : ℝ} (hβ : 0 ≤ β) (E : ι → ℝ) {A : Matrix ι ι ℂ}
    (hA : A.IsHermitian) :
    (levelMatrix (gibbs β E) * comm A (comm (levelMatrix E) A)).trace
      = ((∑ n, ∑ m, (E m - E n) * (gibbs β E n - gibbs β E m) * ‖A n m‖ ^ 2 : ℝ) : ℂ)
    ∧ 0 ≤ ∑ n, ∑ m, (E m - E n) * (gibbs β E n - gibbs β E m) * ‖A n m‖ ^ 2 :=
  ⟨trace_doubleComm E _ hA, Finset.sum_nonneg fun n _ => Finset.sum_nonneg fun m _ =>
    mul_nonneg (gibbs_passive hβ E n m) (sq_nonneg _)⟩

/-- At `β > 0` the thermal mean of `[A, [H, A]]` for Hermitian `A` vanishes exactly when
`A` commutes with the Hamiltonian. -/
theorem gibbs_doubleComm_eq_zero_iff {β : ℝ} (hβ : 0 < β) (E : ι → ℝ)
    {A : Matrix ι ι ℂ} (hA : A.IsHermitian) :
    (levelMatrix (gibbs β E) * comm A (comm (levelMatrix E) A)).trace = 0
      ↔ comm (levelMatrix E) A = 0 := by
  constructor
  · intro h
    rw [trace_doubleComm E _ hA, Complex.ofReal_eq_zero] at h
    have hn : ∀ n m, 0 ≤ (E m - E n) * (gibbs β E n - gibbs β E m) * ‖A n m‖ ^ 2 :=
      fun n m => mul_nonneg (gibbs_passive hβ.le E n m) (sq_nonneg _)
    have hrow : ∀ n ∈ (univ : Finset ι),
        0 ≤ ∑ m, (E m - E n) * (gibbs β E n - gibbs β E m) * ‖A n m‖ ^ 2 :=
      fun n _ => Finset.sum_nonneg fun m _ => hn n m
    ext n m
    -- a vanishing sum of nonnegative terms vanishes term by term
    have h1 := (Finset.sum_eq_zero_iff_of_nonneg hrow).1 h n (mem_univ n)
    have h2 := (Finset.sum_eq_zero_iff_of_nonneg (fun m _ => hn n m)).1 h1 m (mem_univ m)
    rw [comm_level_apply, Matrix.zero_apply]
    by_cases hE : E n = E m
    · rw [hE, sub_self, zero_mul]
    · have h3 : ‖A n m‖ ^ 2 = 0 :=
        (mul_eq_zero.1 h2).resolve_left (gibbs_strictly_passive hβ E hE).ne'
      have h4 : A n m = 0 := by simpa using h3
      rw [h4, mul_zero]
  · intro h
    rw [h]
    simp [comm]

/-- The observable that couples levels `a` and `b` with unit strength and has no other
matrix elements. -/
def coupling (a b : ι) : Matrix ι ι ℂ :=
  Matrix.of fun i j => if (i = a ∧ j = b) ∨ (i = b ∧ j = a) then 1 else 0

/-- For real level weights `p`, the mean of `[A, [H, A]]` is nonnegative for every Hermitian
`A` exactly when no pair of levels shows a population inversion. -/
theorem doubleComm_nonneg_iff_passive (E p : ι → ℝ) :
    (∀ A : Matrix ι ι ℂ, A.IsHermitian →
      0 ≤ (levelMatrix p * comm A (comm (levelMatrix E) A)).trace.re)
      ↔ ∀ n m, 0 ≤ (E m - E n) * (p n - p m) := by
  constructor
  · intro h a b
    by_contra hc
    rw [not_le] at hc
    have hA : (coupling a b).IsHermitian := by
      refine Matrix.IsHermitian.ext fun i j => ?_
      simp only [coupling, Matrix.of_apply]
      by_cases hij : (i = a ∧ j = b) ∨ (i = b ∧ j = a)
      · have hji : (j = a ∧ i = b) ∨ (j = b ∧ i = a) := by tauto
        rw [if_pos hij, if_pos hji, star_one]
      · have hji : ¬((j = a ∧ i = b) ∨ (j = b ∧ i = a)) := by tauto
        rw [if_neg hij, if_neg hji, star_zero]
    have h0 := h _ hA
    rw [trace_doubleComm E p hA, Complex.ofReal_re] at h0
    -- only the inverted pair contributes, and it contributes negatively
    have hle : ∀ n m, (E m - E n) * (p n - p m) * ‖coupling a b n m‖ ^ 2 ≤ 0 := by
      intro n m
      by_cases hnm : (n = a ∧ m = b) ∨ (n = b ∧ m = a)
      · refine mul_nonpos_of_nonpos_of_nonneg ?_ (sq_nonneg _)
        rcases hnm with ⟨h1, h2⟩ | ⟨h1, h2⟩
        · rw [h1, h2]
          exact hc.le
        · rw [h1, h2]
          linarith
      · have hz : coupling a b n m = 0 := by
          simp only [coupling, Matrix.of_apply]
          rw [if_neg hnm]
        rw [hz, norm_zero]
        simp
    have hlt : (E b - E a) * (p a - p b) * ‖coupling a b a b‖ ^ 2 < 0 := by
      have h1 : coupling a b a b = 1 := by simp [coupling]
      rw [h1, norm_one, one_pow, mul_one]
      exact hc
    have hrow : ∑ m, (E m - E a) * (p a - p m) * ‖coupling a b a m‖ ^ 2 < 0 := by
      have := Finset.sum_lt_sum (g := fun _ => (0 : ℝ)) (fun m _ => hle a m)
        ⟨b, mem_univ b, hlt⟩
      simpa only [Finset.sum_const_zero] using this
    have hall := Finset.sum_lt_sum (g := fun _ => (0 : ℝ))
      (fun n _ => Finset.sum_nonpos fun m (_ : m ∈ (univ : Finset ι)) => hle n m)
      ⟨a, mem_univ a, hrow⟩
    rw [Finset.sum_const_zero] at hall
    exact absurd h0 (not_le_of_gt hall)
  · intro h A hA
    rw [trace_doubleComm E p hA, Complex.ofReal_re]
    exact Finset.sum_nonneg fun n _ => Finset.sum_nonneg fun m _ =>
      mul_nonneg (h n m) (sq_nonneg _)

end

end ThermalDoubleCommutator
```

```lean
#print axioms ThermalDoubleCommutator.doubleComm_level
-- 'ThermalDoubleCommutator.doubleComm_level' depends on axioms: [propext, Classical.choice, Quot.sound]
#print axioms ThermalDoubleCommutator.gibbs_doubleComm
-- 'ThermalDoubleCommutator.gibbs_doubleComm' depends on axioms: [propext, Classical.choice, Quot.sound]
#print axioms ThermalDoubleCommutator.gibbs_doubleComm_eq_zero_iff
-- 'ThermalDoubleCommutator.gibbs_doubleComm_eq_zero_iff' depends on axioms: [propext, Classical.choice, Quot.sound]
#print axioms ThermalDoubleCommutator.doubleComm_nonneg_iff_passive
-- 'ThermalDoubleCommutator.doubleComm_nonneg_iff_passive' depends on axioms: [propext, Classical.choice, Quot.sound]
```

## From single matrix elements to the sign of the sum

`gibbs_passive` and `gibbs_strictly_passive` supply the signs. In the first, `key` says that a higher level is never more populated than a lower one; in the second, that it is strictly less populated. Both come from the monotonicity of the exponential. A case split on which of the two levels is higher then gives a product of two factors that never have opposite signs, and that are both nonzero in the strict version. The strict version also needs the partition sum to be positive, which is `hZ`.

`comm_level_apply` is the formula for $[H,A]_{nm}$. In `doubleComm_level`, the auxiliary `hz` is the Hermiticity step $A_{nm}A_{mn}=|A_{nm}|^2$. After the two matrix products have been merged into one sum over $m$, `linear_combination` multiplies `hz` by $2(E_m-E_n)$ and closes each term.

`trace_doubleComm` follows the passage from $2S$ to the symmetric sum. Its `h1` is the population-weighted trace, `swap` exchanges the labels through `Finset.sum_comm`, and `split` separates the $p_n$ part of the symmetric sum from the $p_m$ part. `gibbs_doubleComm` then inserts the Gibbs populations and applies `gibbs_passive` term by term.

For the equality case, `Finset.sum_eq_zero_iff_of_nonneg` is used twice, first on the sum over $n$ and then on the sum over $m$, so that each single term vanishes. If the two energies agree, the element of $[H,A]$ is zero because of its energy factor; otherwise strict positivity forces $A_{nm}=0$. The reverse direction substitutes $[H,A]=0$ into the trace.

The last theorem assumes an inverted pair `a`, `b` and looks for a contradiction. The matrix `coupling a b` is the two-level observable used above, and `hA` checks that it is Hermitian. By `hle` no term of the sum is positive, and by `hlt` the term for `(a, b)` is negative. Two applications of `Finset.sum_lt_sum` carry this strict inequality to row `a` and then to the whole sum, against the assumed nonnegativity. The other direction is again a sum of nonnegative terms.
